# At temperature T > 0 (k_B = 1), the mean-field free energy of levels that hold at most one electron each, with a quadratic interaction energy, is convex in the occupations exactly when no eigenvalue of the symmetric interaction matrix lies below −4T

Electrons at temperature $T$ occupy a set of levels fractionally. If occupied levels lower each other's energy, the interaction can drive levels towards completely full or completely empty, while the entropy favours half filling. When the attraction wins, the free energy can have several local minima, and a minimiser may return a different one for each starting guess. How hot must the system be for the free energy to be convex?

## The threshold

Let $n_i\in[0,1]$ be the occupation of level $i$, which holds at most one electron, and let $e_i$ be its bare energy, with any chemical potential already subtracted. The real symmetric matrix $K$ describes the interaction: $K_{ij}$ is the shift of level $i$ per unit of occupation added to level $j$. With $T$ in energy units,

$$F(n)=\sum_i e_i n_i+\tfrac12\, n\cdot Kn-T\sum_i s(n_i),\qquad s(p)=-p\ln p-(1-p)\ln(1-p).$$

For $T>0$, $F$ is convex on the open cube $(0,1)^N$ of $N$ levels if and only if $K+4T\,\mathbf 1$ is positive semidefinite. The closed cube has the same criterion, and the energies $e_i$ play no part in it. If all entries of $K$ equal $-J$, diagonal included, the condition is $JN\le 4T$. Here $N$ counts levels, not electrons. Repulsion between different levels can also break convexity: two levels with $K_{11}=K_{22}=0$ and $K_{12}=K_{21}=U>0$ give the lowest eigenvalue $-U$, so the condition is $U\le 4T$.

## What a code can check

A code that minimises over Fermi–Dirac occupations at fixed orbitals, with an energy quadratic in finitely many occupations, can compare the lowest eigenvalue of $K$ with $-4T$. At or above that value, every local minimum is global. Below it, convexity fails somewhere in the cube, but for given $e_i$ there may still be only one minimum.

## Derivation

The Hessian of $F$ is $K$ plus a diagonal matrix with entries $T/[n_i(1-n_i)]$. These are smallest at half filling, where they equal $4T$. The argument below reaches the same threshold by comparing values of $F$.

**The condition suffices.** The function $g(p)=-s(p)-2p^2$ is continuous on $[0,1]$, and inside the interval

$$g''(p)=\frac1p+\frac1{1-p}-4=\frac{(2p-1)^2}{p(1-p)}\ge0,$$

so $g$ is convex. Take weights $a,b\ge0$ with $a+b=1$. Since $ap^2+bq^2-(ap+bq)^2=ab(p-q)^2$, convexity of $g$ gives

$$s(ap+bq)\ge a\,s(p)+b\,s(q)+2ab(p-q)^2.$$

Write $Q(x)=x\cdot Kx$. Expanding, with $a^2=a-ab$ and $b^2=b-ab$,

$$Q(ax+by)=aQ(x)+bQ(y)-ab\,Q(x-y).$$

The linear term cancels from the convexity defect. With $d=x-y$,

$$aF(x)+bF(y)-F(ax+by)\ge\tfrac{ab}{2}\left[Q(d)+4T\,d\cdot d\right]\ge0.$$

**The condition is necessary.** For $|y|\le\tfrac12$, Taylor's bound gives

$$\ln(1-y)\le-y-\tfrac{y^2}{2}-\tfrac{y^3}{3}+2y^4.$$

Put $y=\pm2u$ into

$$s(\tfrac12+u)=\ln2-\tfrac12\left[(1+2u)\ln(1+2u)+(1-2u)\ln(1-2u)\right].$$

The odd powers cancel, leaving $s(\tfrac12+u)\ge\ln2-2u^2-\tfrac{112}{3}u^4\ge\ln 2-2u^2-40u^4$ for $|u|\le\tfrac14$.

Now fix any vector $x$ and take $t>0$ so small that $|tx_i|\le\tfrac14$ for all $i$. Let $c$ have all entries $\tfrac12$. Convexity says $F(c)\le\tfrac12F(c+tx)+\tfrac12F(c-tx)$, hence

$$0\le\tfrac{t^2}{2}Q(x)+T\Big(2t^2\,x\cdot x+40t^4\sum_i x_i^4\Big).$$

Multiplying by $2/t^2$ gives

$$0\le Q(x)+4T\,x\cdot x+80Tt^2\sum_i x_i^4,$$

and $t\to0$ leaves $Q(x)+4T\,x\cdot x\ge0$.

**Uniform attraction.** Here $Q(x)=-J(\sum_i x_i)^2$. For $N\ge1$, the vector of ones gives $-JN^2+4TN\ge0$, so $JN\le4T$; for $N=0$ this is immediate. Conversely, if $J\ge0$, the Cauchy–Schwarz inequality $(\sum_i x_i)^2\le N\,x\cdot x$ gives $Q(x)+4T\,x\cdot x\ge(4T-JN)\,x\cdot x\ge0$. If $J<0$, both terms are nonnegative.

## The Lean file

```lean
import Mathlib

open Matrix Filter Topology

namespace MeanFieldConvexity

variable {ι : Type*} [Fintype ι]

/-- The mean-field free energy `e·n + n·Kn/2 - T ∑ s(n_i)` of occupations `n`, with `s` the
binary entropy. -/
noncomputable def freeEnergy (T : ℝ) (e : ι → ℝ) (K : Matrix ι ι ℝ) (n : ι → ℝ) : ℝ :=
  e ⬝ᵥ n + (n ⬝ᵥ K *ᵥ n) / 2 - T * ∑ i, Real.binEntropy (n i)

/-- Fractional occupations: every `n_i` lies strictly between 0 and 1. -/
def openCube (ι : Type*) : Set (ι → ℝ) := Set.univ.pi fun _ => Set.Ioo 0 1

/-- All admissible occupations: every `n_i` lies between 0 and 1, ends included. -/
def closedCube (ι : Type*) : Set (ι → ℝ) := Set.univ.pi fun _ => Set.Icc 0 1

/-- Mixing two occupations `p, q` in `[0,1]` with weights `a, b ≥ 0`, `a + b = 1`, raises the
binary entropy by at least `2ab(p-q)²` above the weighted mean. -/
theorem binEntropy_mixing {p q a b : ℝ} (hp : p ∈ Set.Icc (0 : ℝ) 1)
    (hq : q ∈ Set.Icc (0 : ℝ) 1) (ha : 0 ≤ a) (hb : 0 ≤ b) (hab : a + b = 1) :
    a * Real.binEntropy p + b * Real.binEntropy q + 2 * a * b * (p - q) ^ 2
      ≤ Real.binEntropy (a * p + b * q) := by
  -- `-s(p) - 2p²` has second derivative `1/p + 1/(1-p) - 4 ≥ 0`
  have hconv : ConvexOn ℝ (Set.Icc (0 : ℝ) 1)
      (fun p => -Real.binEntropy p - 2 * (p * p)) := by
    apply convexOn_of_hasDerivWithinAt2_nonneg (convex_Icc 0 1)
      (f' := fun p => -(Real.log (1 - p) - Real.log p) - 4 * p)
      (f'' := fun p => 1 / (1 - p) + 1 / p - 4)
    · have := Real.binEntropy_continuous
      exact Continuous.continuousOn (by fun_prop)
    · intro x hx
      rw [interior_Icc] at hx
      exact (((Real.hasDerivAt_binEntropy hx.1.ne' hx.2.ne).fun_neg.fun_sub
        (((hasDerivAt_id' x).fun_mul (hasDerivAt_id' x)).const_mul 2)).congr_deriv
        (by ring)).hasDerivWithinAt
    · intro x hx
      rw [interior_Icc] at hx
      have h1 : (1 : ℝ) - x ≠ 0 := by linarith [hx.2] |> fun h : 0 < 1 - x => h.ne'
      exact (((((hasDerivAt_id' x).const_sub 1).log h1).fun_sub
        (Real.hasDerivAt_log hx.1.ne')).fun_neg.fun_sub
        ((hasDerivAt_id' x).const_mul 4)).congr_deriv (by ring) |>.hasDerivWithinAt
    · intro x hx
      rw [interior_Icc] at hx
      have h0 : 0 < x := hx.1
      have h1 : 0 < 1 - x := by linarith [hx.2]
      have h : 1 / (1 - x) + 1 / x - 4 = (2 * x - 1) ^ 2 / (x * (1 - x)) := by
        have h0' := h0.ne'
        have h1' := h1.ne'
        field_simp
        ring
      rw [h]
      positivity
  have h := hconv.2 hp hq ha hb hab
  obtain rfl : b = 1 - a := by linarith
  simp only [smul_eq_mul] at h
  nlinarith [h]

/-- Near half filling, for `|u| ≤ 1/4`, the binary entropy falls below `log 2` by at most
`2u² + 40u⁴`. -/
theorem binEntropy_near_half {u : ℝ} (hu : |u| ≤ 1 / 4) :
    Real.log 2 - 2 * u ^ 2 - 40 * u ^ 4 ≤ Real.binEntropy (1 / 2 + u) := by
  -- third-order Taylor bound for the logarithm
  have key : ∀ y : ℝ, |y| ≤ 1 / 2 →
      Real.log (1 - y) ≤ -(y + y ^ 2 / 2 + y ^ 3 / 3) + 2 * y ^ 4 := by
    intro y hy
    have h := Real.abs_log_sub_add_sum_range_le (show |y| < 1 by linarith) 3
    have h2 : |y| ^ (3 + 1) / (1 - |y|) ≤ 2 * y ^ 4 := by
      rw [div_le_iff₀ (by linarith), show |y| ^ (3 + 1) = (|y| ^ 2) ^ 2 by ring, sq_abs]
      nlinarith [mul_nonneg (show 0 ≤ y ^ 4 by positivity) (sub_nonneg.2 hy)]
    have h3 := (abs_le.1 (h.trans h2)).2
    norm_num [Finset.sum_range_succ] at h3
    linarith
  obtain ⟨hl, hr⟩ := abs_le.1 hu
  have k1 := key (-(2 * u)) (abs_le.2 ⟨by linarith, by linarith⟩)
  have k2 := key (2 * u) (abs_le.2 ⟨by linarith, by linarith⟩)
  rw [sub_neg_eq_add] at k1
  have p1 : 0 < 1 + 2 * u := by linarith
  have p2 : 0 < 1 - 2 * u := by linarith
  have e1 : Real.log (1 / 2 + u) = Real.log (1 + 2 * u) - Real.log 2 := by
    rw [← Real.log_div p1.ne' two_ne_zero]
    congr 1
    ring
  have e2 : Real.log (1 - (1 / 2 + u)) = Real.log (1 - 2 * u) - Real.log 2 := by
    rw [← Real.log_div p2.ne' two_ne_zero]
    congr 1
    ring
  rw [Real.binEntropy, Real.log_inv, Real.log_inv, e1, e2]
  nlinarith [mul_le_mul_of_nonneg_left k1 (show 0 ≤ 1 / 2 + u by linarith),
    mul_le_mul_of_nonneg_left k2 (show 0 ≤ 1 / 2 - u by linarith),
    show 0 ≤ u ^ 4 by positivity]

/-- For weights with `a + b = 1`, the quadratic form `x·Kx` of a mixture differs from the weighted
mean by `-ab` times the quadratic form of the difference. -/
theorem quadratic_mixing (K : Matrix ι ι ℝ) (x y : ι → ℝ) {a b : ℝ} (hab : a + b = 1) :
    (a • x + b • y) ⬝ᵥ K *ᵥ (a • x + b • y) =
      a * (x ⬝ᵥ K *ᵥ x) + b * (y ⬝ᵥ K *ᵥ y) - a * b * ((x - y) ⬝ᵥ K *ᵥ (x - y)) := by
  obtain rfl : b = 1 - a := by linarith
  simp only [Matrix.mulVec_add, Matrix.mulVec_sub, Matrix.mulVec_smul, dotProduct_add,
    dotProduct_sub, add_dotProduct, sub_dotProduct, smul_dotProduct, dotProduct_smul,
    smul_eq_mul]
  ring

/-- If `T > 0` and `x·Kx + 4T x·x ≥ 0` for all `x`, the free energy is convex on the closed
cube of occupations. -/
theorem convexOn_closedCube {T : ℝ} (hT : 0 < T) (e : ι → ℝ) {K : Matrix ι ι ℝ}
    (h : ∀ x : ι → ℝ, 0 ≤ x ⬝ᵥ K *ᵥ x + 4 * T * (x ⬝ᵥ x)) :
    ConvexOn ℝ (closedCube ι) (freeEnergy T e K) := by
  refine ⟨convex_pi fun i _ => convex_Icc 0 1, ?_⟩
  intro x hx y hy a b ha hb hab
  have hS : a * ∑ i, Real.binEntropy (x i) + b * ∑ i, Real.binEntropy (y i)
      + 2 * a * b * ((x - y) ⬝ᵥ (x - y)) ≤ ∑ i, Real.binEntropy ((a • x + b • y) i) := by
    simp only [dotProduct, Finset.mul_sum, ← Finset.sum_add_distrib, Pi.sub_apply, ← pow_two]
    exact Finset.sum_le_sum fun i _ =>
      binEntropy_mixing (hx i trivial) (hy i trivial) ha hb hab
  have hE : e ⬝ᵥ (a • x + b • y) = a * (e ⬝ᵥ x) + b * (e ⬝ᵥ y) := by
    simp only [dotProduct_add, dotProduct_smul, smul_eq_mul]
  have hP := mul_nonneg (mul_nonneg ha hb) (h (x - y))
  have hTS := mul_le_mul_of_nonneg_left hS hT.le
  simp only [freeEnergy, smul_eq_mul]
  rw [quadratic_mixing K x y hab, hE]
  nlinarith [hP, hTS]

/-- If the free energy is convex on the open cube and `T > 0`, then `x·Kx + 4T x·x ≥ 0` for
every `x`. -/
theorem quadratic_nonneg_of_convexOn {T : ℝ} (hT : 0 < T) {e : ι → ℝ} {K : Matrix ι ι ℝ}
    (h : ConvexOn ℝ (openCube ι) (freeEnergy T e K)) (x : ι → ℝ) :
    0 ≤ x ⬝ᵥ K *ᵥ x + 4 * T * (x ⬝ᵥ x) := by
  have hcont : Continuous fun t : ℝ =>
      x ⬝ᵥ K *ᵥ x + 4 * T * (x ⬝ᵥ x) + 80 * T * t ^ 2 * ∑ i, x i ^ 4 := by fun_prop
  have hlim := (hcont.tendsto' 0 (x ⬝ᵥ K *ᵥ x + 4 * T * (x ⬝ᵥ x)) (by simp)).mono_left
    (nhdsWithin_le_nhds (s := Set.Ioi 0))
  refine ge_of_tendsto hlim ?_
  filter_upwards [Ioo_mem_nhdsGT (show (0 : ℝ) < 1 / (4 * (‖x‖ + 1)) by positivity)] with t ht
  have hu : ∀ i, |t * x i| ≤ 1 / 4 := by
    intro i
    have hx : |x i| ≤ ‖x‖ := norm_le_pi_norm x i
    have h2 := (lt_div_iff₀ (by positivity)).1 ht.2
    rw [abs_mul, abs_of_pos ht.1]
    nlinarith [mul_le_mul_of_nonneg_left hx ht.1.le, ht.1]
  have hu' : ∀ i, |(-t) * x i| ≤ 1 / 4 := fun i => by
    rw [neg_mul, abs_neg]
    exact hu i
  have hmem : ∀ v : ℝ, (∀ i, |v * x i| ≤ 1 / 4) →
      (fun i => 1 / 2 + v * x i) ∈ openCube ι := by
    intro v hv i _
    obtain ⟨h1, h2⟩ := abs_le.1 (hv i)
    exact ⟨by linarith, by linarith⟩
  have hS : ∀ v : ℝ, (∀ i, |v * x i| ≤ 1 / 4) →
      (∑ _i : ι, Real.log 2) - 2 * v ^ 2 * (x ⬝ᵥ x) - 40 * v ^ 4 * ∑ i, x i ^ 4
        ≤ ∑ i, Real.binEntropy (1 / 2 + v * x i) := by
    intro v hv
    simp only [dotProduct, Finset.mul_sum, ← Finset.sum_sub_distrib]
    refine Finset.sum_le_sum fun i _ => le_of_eq_of_le ?_ (binEntropy_near_half (hv i))
    ring
  -- midpoint convexity about half filling
  obtain ⟨p, hp⟩ : ∃ p : ι → ℝ, p = fun i => 1 / 2 + t * x i := ⟨_, rfl⟩
  obtain ⟨m, hm⟩ : ∃ m : ι → ℝ, m = fun i => 1 / 2 + (-t) * x i := ⟨_, rfl⟩
  obtain ⟨c, hc⟩ : ∃ c : ι → ℝ, c = fun _ => 1 / 2 := ⟨_, rfl⟩
  have hmix : (1 / 2 : ℝ) • p + (1 / 2 : ℝ) • m = c := by
    ext i
    simp only [hp, hm, hc, Pi.add_apply, Pi.smul_apply, smul_eq_mul]
    ring
  have hpm : p - m = (2 * t) • x := by
    ext i
    simp only [hp, hm, Pi.sub_apply, Pi.smul_apply, smul_eq_mul]
    ring
  have hF := h.2 (hp ▸ hmem t hu) (hm ▸ hmem (-t) hu') (show (0 : ℝ) ≤ 1 / 2 by norm_num)
    (show (0 : ℝ) ≤ 1 / 2 by norm_num) (by norm_num)
  have hQ := quadratic_mixing K p m (show (1 / 2 : ℝ) + 1 / 2 = 1 by norm_num)
  have hE : e ⬝ᵥ c = 1 / 2 * (e ⬝ᵥ p) + 1 / 2 * (e ⬝ᵥ m) := by
    rw [← hmix]
    simp only [dotProduct_add, dotProduct_smul, smul_eq_mul]
  rw [hmix] at hF hQ
  rw [hpm] at hQ
  simp only [Matrix.mulVec_smul, dotProduct_smul, smul_dotProduct, smul_eq_mul] at hQ
  have hhalf : Real.binEntropy (1 / 2) = Real.log 2 := by
    rw [one_div]
    exact Real.binEntropy_two_inv
  have hSc : ∑ i, Real.binEntropy (c i) = ∑ _i : ι, Real.log 2 := by
    simp only [hc, hhalf]
  have hSp := hS t hu
  have hSm := hS (-t) hu'
  have ep : ∑ i, Real.binEntropy (p i) = ∑ i, Real.binEntropy (1 / 2 + t * x i) := by rw [hp]
  have em : ∑ i, Real.binEntropy (m i) = ∑ i, Real.binEntropy (1 / 2 + (-t) * x i) := by
    rw [hm]
  rw [← ep] at hSp
  rw [← em] at hSm
  simp only [freeEnergy, smul_eq_mul] at hF
  rw [hQ, hE, hSc] at hF
  -- divide the second-order inequality by `t²`
  refine (mul_nonneg_iff_of_pos_left (pow_pos ht.1 2)).1 ?_
  nlinarith [mul_le_mul_of_nonneg_left hSp hT.le, mul_le_mul_of_nonneg_left hSm hT.le]

/-- For symmetric `K`, the matrix `K + 4T·1` is positive semidefinite exactly when
`x·Kx + 4T x·x ≥ 0` for all `x`. -/
theorem posSemidef_shift_iff [DecidableEq ι] (T : ℝ) {K : Matrix ι ι ℝ} (hK : K.IsSymm) :
    (K + (4 * T) • (1 : Matrix ι ι ℝ)).PosSemidef ↔
      ∀ x : ι → ℝ, 0 ≤ x ⬝ᵥ K *ᵥ x + 4 * T * (x ⬝ᵥ x) := by
  have hH : (K + (4 * T) • (1 : Matrix ι ι ℝ)).IsHermitian := by
    rw [Matrix.IsHermitian, Matrix.conjTranspose_eq_transpose_of_trivial,
      Matrix.transpose_add, hK.eq, Matrix.transpose_smul, Matrix.transpose_one]
  have hv : ∀ x : ι → ℝ, star x ⬝ᵥ (K + (4 * T) • (1 : Matrix ι ι ℝ)) *ᵥ x =
      x ⬝ᵥ K *ᵥ x + 4 * T * (x ⬝ᵥ x) := fun x => by
    simp only [star_trivial, Matrix.add_mulVec, Matrix.smul_mulVec, Matrix.one_mulVec,
      dotProduct_add, dotProduct_smul, smul_eq_mul]
  rw [Matrix.posSemidef_iff_dotProduct_mulVec]
  exact ⟨fun h x => hv x ▸ h.2 x, fun h => ⟨hH, fun x => (hv x).symm ▸ h x⟩⟩

/-- For `T > 0` and symmetric `K`, the mean-field free energy is convex on the open cube of
occupations if and only if `K + 4T·1` is positive semidefinite. -/
theorem convexOn_openCube_iff [DecidableEq ι] {T : ℝ} (hT : 0 < T) (e : ι → ℝ)
    {K : Matrix ι ι ℝ} (hK : K.IsSymm) :
    ConvexOn ℝ (openCube ι) (freeEnergy T e K) ↔
      (K + (4 * T) • (1 : Matrix ι ι ℝ)).PosSemidef := by
  rw [posSemidef_shift_iff T hK]
  exact ⟨quadratic_nonneg_of_convexOn hT, fun h => (convexOn_closedCube hT e h).subset
    (Set.pi_mono fun _ _ => Set.Ioo_subset_Icc_self) (convex_pi fun _ _ => convex_Ioo 0 1)⟩

/-- For `T > 0` and symmetric `K`, the mean-field free energy is convex on the closed cube, where
levels may be empty or full, if and only if `K + 4T·1` is positive semidefinite. -/
theorem convexOn_closedCube_iff [DecidableEq ι] {T : ℝ} (hT : 0 < T) (e : ι → ℝ)
    {K : Matrix ι ι ℝ} (hK : K.IsSymm) :
    ConvexOn ℝ (closedCube ι) (freeEnergy T e K) ↔
      (K + (4 * T) • (1 : Matrix ι ι ℝ)).PosSemidef := by
  refine ⟨fun h => (convexOn_openCube_iff hT e hK).1 (h.subset
    (Set.pi_mono fun _ _ => Set.Ioo_subset_Icc_self) (convex_pi fun _ _ => convex_Ioo 0 1)),
    fun h => convexOn_closedCube hT e ((posSemidef_shift_iff T hK).1 h)⟩

/-- If all entries of `K`, diagonal included, equal `-J` and `T > 0`, the free energy of `N`
levels is convex on the open cube if and only if `J N ≤ 4T`. -/
theorem convexOn_uniform_iff {T : ℝ} (hT : 0 < T) (e : ι → ℝ) (J : ℝ) :
    ConvexOn ℝ (openCube ι) (freeEnergy T e (Matrix.of fun _ _ => -J)) ↔
      J * Fintype.card ι ≤ 4 * T := by
  have hq : ∀ x : ι → ℝ, x ⬝ᵥ (Matrix.of fun _ _ => -J : Matrix ι ι ℝ) *ᵥ x =
      -J * (∑ i, x i) ^ 2 := fun x => by
    simp only [dotProduct, Matrix.mulVec, Matrix.of_apply, ← Finset.mul_sum, ← Finset.sum_mul]
    ring
  constructor
  · intro h
    -- test the quadratic inequality on the vector of ones
    have h1 := quadratic_nonneg_of_convexOn hT h (fun _ => 1)
    rw [hq] at h1
    simp only [dotProduct, mul_one, Finset.sum_const, Finset.card_univ, nsmul_eq_mul] at h1
    rcases (Nat.cast_nonneg (α := ℝ) (Fintype.card ι)).eq_or_lt with h0 | h0
    · rw [← h0]
      linarith
    · have h2 : 0 ≤ (Fintype.card ι : ℝ) * (4 * T - J * Fintype.card ι) := by
        nlinarith [h1]
      linarith [(mul_nonneg_iff_of_pos_left h0).1 h2]
  · intro h
    refine (convexOn_closedCube hT e fun x => ?_).subset
      (Set.pi_mono fun _ _ => Set.Ioo_subset_Icc_self) (convex_pi fun _ _ => convex_Ioo 0 1)
    have hc : (∑ i, x i) ^ 2 ≤ (Fintype.card ι : ℝ) * (x ⬝ᵥ x) := by
      have := sq_sum_le_card_mul_sum_sq (s := Finset.univ) (f := x)
      simpa only [dotProduct, ← pow_two, Finset.card_univ] using this
    have hr : 0 ≤ x ⬝ᵥ x := Finset.sum_nonneg fun i _ => mul_self_nonneg (x i)
    rw [hq]
    rcases le_total J 0 with hJ | hJ
    · have h1 := mul_nonneg (neg_nonneg.2 hJ) (sq_nonneg (∑ i, x i))
      have h2 := mul_nonneg hT.le hr
      linarith
    · nlinarith [mul_le_mul_of_nonneg_left hc hJ, mul_le_mul_of_nonneg_right h hr]

end MeanFieldConvexity
```

```lean
#print axioms MeanFieldConvexity.convexOn_closedCube_iff
#print axioms MeanFieldConvexity.convexOn_uniform_iff
```

```
'MeanFieldConvexity.convexOn_closedCube_iff' depends on axioms: [propext, Classical.choice, Quot.sound]
'MeanFieldConvexity.convexOn_uniform_iff' depends on axioms: [propext, Classical.choice, Quot.sound]
```

## How the Lean statements map to the physics

The finite type `ι` labels the levels, and an occupation vector is a function `ι → ℝ`. In `freeEnergy`, `⬝ᵥ` is the dot product and `*ᵥ` applies a matrix to a vector. `Real.binEntropy` uses the natural logarithm and vanishes at 0 and 1, as the physical entropy does.

`convexOn_openCube_iff` states the equivalence for every `e`, given `0 < T` and `K.IsSymm`. `convexOn_closedCube_iff` includes empty and full levels. `convexOn_uniform_iff` is the case of uniform attraction, with `Fintype.card ι` for $N$.

## How the lemmas divide the work

`binEntropy_mixing` proves the entropy inequality from the second derivative of $g$, and `quadratic_mixing` is the expansion of $Q$. `convexOn_closedCube` sums the first over levels and combines it with the second; `nlinarith` does the final arithmetic.

`binEntropy_near_half` is the expansion about half filling. `quadratic_nonneg_of_convexOn` applies midpoint convexity, divides by $t^2$ and takes the limit with `ge_of_tendsto`. `posSemidef_shift_iff` translates between the inequality for all $x$ and Mathlib's `PosSemidef`.

## Limits of the criterion in practice

The model assumes a constant $K$, which a self-consistent calculation need not have. If the orbitals relax, or the functional is not quadratic in the occupations, the interaction part of the Hessian generally changes with $n$.

The number 4 belongs to the Fermi–Dirac entropy with unit weight for every level; other smearing schemes, and other weights such as $k$-point weights or a spin degeneracy, generally change the condition.

The cube also leaves the electron number free. At fixed $\sum_i n_i$ the condition still suffices but may be stricter than needed: a uniform attraction then contributes only a constant, and $F$ is convex for every $J$.
